# Averaging a symmetric traceless field gradient over an n-fold axis makes it axial for every n ≥ 3, but not in general for n = 2

If every rotation axis is taken to make the electric field gradient at a nucleus axial, the asymmetry parameter is set to zero at twofold sites too, where it can be as large as 1, and the quadrupole splitting computed from it can be wrong. The file below separates the two cases for a real symmetric traceless tensor averaged with equal weights over $n$ equally spaced rotations about $z$.

```lean
import Mathlib

open Matrix Real

namespace FieldGradientAveraging

noncomputable section

/-- Rotation by the angle `θ` about the z axis. -/
def rotZ (θ : ℝ) : Matrix (Fin 3) (Fin 3) ℝ :=
  !![Real.cos θ, -Real.sin θ, 0; Real.sin θ, Real.cos θ, 0; 0, 0, 1]

/-- The mean of the tensor `V` over the `n` rotations by `2πk/n` about z, for `n ≥ 1`. -/
def jumpAverage (n : ℕ) (V : Matrix (Fin 3) (Fin 3) ℝ) : Matrix (Fin 3) (Fin 3) ℝ :=
  (n : ℝ)⁻¹ • ∑ k ∈ Finset.range n,
    rotZ (2 * π * (k : ℝ) / (n : ℝ)) * V * (rotZ (2 * π * (k : ℝ) / (n : ℝ)))ᵀ

/-- The axial traceless tensor `diag(-1/2, -1/2, 1)`. -/
def axialTensor : Matrix (Fin 3) (Fin 3) ℝ :=
  !![-1/2, 0, 0; 0, -1/2, 0; 0, 0, 1]

/-- The field-gradient tensor with principal value `q` along the unit vector `u`
and `-q/2` across it. -/
def uniaxial (q : ℝ) (u : Fin 3 → ℝ) : Matrix (Fin 3) (Fin 3) ℝ :=
  Matrix.of fun i j => q * (3 * u i * u j - if i = j then 1 else 0) / 2

/-- Closed forms for the sums of cosines and sines of the equally spaced angles `2kb`,
multiplied by `2 sin b`. -/
theorem telescoped_sums (b : ℝ) (n : ℕ) :
    2 * Real.sin b * ∑ k ∈ Finset.range n, Real.cos (2 * (k : ℝ) * b)
        = Real.sin ((2 * (n : ℝ) - 1) * b) + Real.sin b ∧
    2 * Real.sin b * ∑ k ∈ Finset.range n, Real.sin (2 * (k : ℝ) * b)
        = Real.cos b - Real.cos ((2 * (n : ℝ) - 1) * b) := by
  induction n with
  | zero => simp
  | succ n ih =>
    have e1 : (2 * (n : ℝ) - 1) * b = 2 * (n : ℝ) * b - b := by ring
    have e2 : (2 * ((n + 1 : ℕ) : ℝ) - 1) * b = 2 * (n : ℝ) * b + b := by
      push_cast; ring
    rw [e1, Real.sin_sub, Real.cos_sub] at ih
    rw [e2, Real.sin_add, Real.cos_add, Finset.sum_range_succ, Finset.sum_range_succ]
    exact ⟨by linear_combination ih.1, by linear_combination ih.2⟩

/-- The `m`-th angular harmonic sums to zero over the `n` angles `2πk/n`, `k = 0, ..., n - 1`, when
`0 < m < n`. -/
theorem harmonic_sum_zero (n m : ℕ) (hm : 0 < m) (hmn : m < n) :
    ∑ k ∈ Finset.range n, Real.cos ((m : ℝ) * (2 * π * (k : ℝ) / (n : ℝ))) = 0 ∧
    ∑ k ∈ Finset.range n, Real.sin ((m : ℝ) * (2 * π * (k : ℝ) / (n : ℝ))) = 0 := by
  have hm' : (0 : ℝ) < m := by exact_mod_cast hm
  have hmn' : (m : ℝ) < n := by exact_mod_cast hmn
  have hn : (0 : ℝ) < n := hm'.trans hmn'
  obtain ⟨b, hb⟩ : ∃ b : ℝ, b = π * m / n := ⟨_, rfl⟩
  have hb0 : 0 < b := by rw [hb]; positivity
  have hbπ : b < π := by
    rw [hb, div_lt_iff₀ hn]
    exact mul_lt_mul_of_pos_left hmn' Real.pi_pos
  have hs : 2 * Real.sin b ≠ 0 :=
    mul_ne_zero two_ne_zero (Real.sin_pos_of_pos_of_lt_pi hb0 hbπ).ne'
  have hang : ∀ k : ℕ, (m : ℝ) * (2 * π * (k : ℝ) / (n : ℝ)) = 2 * (k : ℝ) * b := by
    intro k; rw [hb]; ring
  have hnb : (n : ℝ) * b = π * m := by rw [hb]; field_simp
  -- the last angle closes the circle
  have hend : (2 * (n : ℝ) - 1) * b = (m : ℝ) * (2 * π) - b := by
    linear_combination 2 * hnb
  have h := telescoped_sums b n
  rw [hend, Real.sin_nat_mul_two_pi_sub, Real.cos_nat_mul_two_pi_sub] at h
  simp only [hang]
  exact ⟨(mul_eq_zero.mp (h.1.trans (by ring))).resolve_left hs,
    (mul_eq_zero.mp (h.2.trans (by ring))).resolve_left hs⟩

/-- A symmetric tensor rotated by `θ` about z is a constant part plus first and second
harmonics of `θ`. -/
theorem rotated_harmonics (V : Matrix (Fin 3) (Fin 3) ℝ) (hV : V.IsSymm) (θ : ℝ) :
    rotZ θ * V * (rotZ θ)ᵀ =
      !![(V 0 0 + V 1 1) / 2, 0, 0; 0, (V 0 0 + V 1 1) / 2, 0; 0, 0, V 2 2]
      + Real.cos θ • !![0, 0, V 0 2; 0, 0, V 1 2; V 0 2, V 1 2, 0]
      + Real.sin θ • !![0, 0, -V 1 2; 0, 0, V 0 2; -V 1 2, V 0 2, 0]
      + Real.cos (2 * θ) •
        !![(V 0 0 - V 1 1) / 2, V 0 1, 0; V 0 1, -(V 0 0 - V 1 1) / 2, 0; 0, 0, 0]
      + Real.sin (2 * θ) •
        !![-V 0 1, (V 0 0 - V 1 1) / 2, 0; (V 0 0 - V 1 1) / 2, V 0 1, 0; 0, 0, 0] := by
  have h10 : V 1 0 = V 0 1 := hV.apply 0 1
  have h20 : V 2 0 = V 0 2 := hV.apply 0 2
  have h21 : V 2 1 = V 1 2 := hV.apply 1 2
  have hc : Real.cos (2 * θ) = Real.cos θ * Real.cos θ - Real.sin θ * Real.sin θ := by
    rw [two_mul, Real.cos_add]
  have key : (V 0 0 + V 1 1) / 2 = (V 0 0 + V 1 1) / 2 *
      (Real.cos θ * Real.cos θ + Real.sin θ * Real.sin θ) := by
    linear_combination (-(V 0 0 + V 1 1) / 2) * Real.cos_sq_add_sin_sq θ
  rw [key, hc, Real.sin_two_mul, rotZ]
  -- from here on the identity is polynomial in the cosine and the sine
  generalize Real.cos θ = c
  generalize Real.sin θ = s
  ext i j
  simp only [Matrix.add_apply, Matrix.mul_apply, Matrix.transpose_apply,
    Fin.sum_univ_three]
  fin_cases i <;> fin_cases j <;> simp [h10, h20, h21] <;> ring

/-- For `n ≥ 3`, averaging a symmetric traceless field-gradient tensor over the `n`
rotations about z gives `V_zz diag(-1/2, -1/2, 1)`. -/
theorem jumpAverage_eq_axial (n : ℕ) (hn : 3 ≤ n) (V : Matrix (Fin 3) (Fin 3) ℝ)
    (hV : V.IsSymm) (htr : V.trace = 0) :
    jumpAverage n V = V 2 2 • axialTensor := by
  have h1 := harmonic_sum_zero n 1 (by omega) (by omega)
  have h2 := harmonic_sum_zero n 2 (by omega) (by omega)
  simp only [Nat.cast_one, one_mul] at h1
  simp only [Nat.cast_ofNat] at h2
  have hn0 : (n : ℝ) ≠ 0 := by
    have : n ≠ 0 := by omega
    exact_mod_cast this
  have hxy : V 0 0 + V 1 1 = -V 2 2 := by
    rw [Matrix.trace_fin_three] at htr
    linarith
  -- both harmonics drop out of the sum
  simp only [jumpAverage, rotated_harmonics V hV, Finset.sum_add_distrib,
    ← Finset.sum_smul, h1.1, h1.2, h2.1, h2.2, zero_smul, add_zero,
    Finset.sum_const, Finset.card_range]
  rw [← Nat.cast_smul_eq_nsmul ℝ, smul_smul, inv_mul_cancel₀ hn0, one_smul, hxy]
  ext i j
  fin_cases i <;> fin_cases j <;> simp [axialTensor] <;> ring

/-- For `n ≥ 3` and a symmetric traceless tensor with `V_zz ≠ 0`, the averaged tensor `A`
has asymmetry parameter `η = 0`, where `η A_zz = A_xx - A_yy`. -/
theorem asymmetry_eq_zero (n : ℕ) (hn : 3 ≤ n) (V : Matrix (Fin 3) (Fin 3) ℝ)
    (hV : V.IsSymm) (htr : V.trace = 0) (hz : V 2 2 ≠ 0) (η : ℝ)
    (hη : η * jumpAverage n V 2 2 = jumpAverage n V 0 0 - jumpAverage n V 1 1) :
    η = 0 := by
  rw [jumpAverage_eq_axial n hn V hV htr] at hη
  simpa [axialTensor, hz] using hη

/-- Averaging over a twofold axis removes the xz, yz, zx and zy entries of a tensor and keeps its
whole xy block and its zz entry. -/
theorem jumpAverage_two (V : Matrix (Fin 3) (Fin 3) ℝ) :
    jumpAverage 2 V = !![V 0 0, V 0 1, 0; V 1 0, V 1 1, 0; 0, 0, V 2 2] := by
  have h0 : 2 * π * ((0 : ℕ) : ℝ) / ((2 : ℕ) : ℝ) = 0 := by simp
  have h1 : 2 * π * ((1 : ℕ) : ℝ) / ((2 : ℕ) : ℝ) = π := by push_cast; ring
  simp only [jumpAverage, Finset.sum_range_succ, Finset.sum_range_zero, zero_add, h0, h1]
  ext i j
  simp only [Matrix.smul_apply, Matrix.add_apply, Matrix.mul_apply,
    Matrix.transpose_apply, Fin.sum_univ_three]
  fin_cases i <;> fin_cases j <;> simp [rotZ] <;> ring

/-- The tensor `diag(1, -1, 0)` is unchanged by averaging over a twofold axis. -/
theorem twofold_keeps_asymmetry :
    jumpAverage 2 !![1, 0, 0; 0, -1, 0; 0, 0, 0] = !![1, 0, 0; 0, -1, 0; 0, 0, 0] := by
  rw [jumpAverage_two]
  ext i j
  fin_cases i <;> fin_cases j <;> simp

/-- For `n ≥ 3`, an axial tensor with principal value `q` along the unit vector `u`
averages to `diag(-1/2, -1/2, 1)` times `q (3 u_z² - 1) / 2`. -/
theorem jumpAverage_uniaxial (n : ℕ) (hn : 3 ≤ n) (q : ℝ) (u : Fin 3 → ℝ)
    (hu : u 0 ^ 2 + u 1 ^ 2 + u 2 ^ 2 = 1) :
    jumpAverage n (uniaxial q u) = (q * (3 * u 2 ^ 2 - 1) / 2) • axialTensor := by
  have hs : (uniaxial q u).IsSymm := Matrix.IsSymm.ext fun i j => by
    by_cases h : i = j
    · subst h; rfl
    · simp only [uniaxial, Matrix.of_apply, if_neg h, if_neg (Ne.symm h)]
      ring
  have ht : (uniaxial q u).trace = 0 := by
    rw [Matrix.trace_fin_three]
    simp only [uniaxial, Matrix.of_apply, ↓reduceIte]
    linear_combination (3 * q / 2) * hu
  have hz : uniaxial q u 2 2 = q * (3 * u 2 ^ 2 - 1) / 2 := by
    simp only [uniaxial, Matrix.of_apply, ↓reduceIte]
    ring
  rw [jumpAverage_eq_axial n hn _ hs ht, hz]

/-- For `n ≥ 3` and `q ≠ 0`, the average of an axial tensor along the unit vector `u`
vanishes exactly at the magic angle, `3 u_z² = 1`. -/
theorem magic_angle (n : ℕ) (hn : 3 ≤ n) (q : ℝ) (hq : q ≠ 0) (u : Fin 3 → ℝ)
    (hu : u 0 ^ 2 + u 1 ^ 2 + u 2 ^ 2 = 1) :
    jumpAverage n (uniaxial q u) = 0 ↔ 3 * u 2 ^ 2 = 1 := by
  rw [jumpAverage_uniaxial n hn q u hu]
  constructor
  · intro h
    -- read off the zz entry
    have hzz : q * (3 * u 2 ^ 2 - 1) / 2 * 1 = 0 := congrFun (congrFun h 2) 2
    have hprod : q * (3 * u 2 ^ 2 - 1) = 0 := by linarith
    have := (mul_eq_zero.mp hprod).resolve_left hq
    linarith
  · intro h
    rw [h, sub_self, mul_zero, zero_div, zero_smul]

end

end FieldGradientAveraging
```

```lean
#print axioms FieldGradientAveraging.jumpAverage_eq_axial
#print axioms FieldGradientAveraging.asymmetry_eq_zero
#print axioms FieldGradientAveraging.twofold_keeps_asymmetry
#print axioms FieldGradientAveraging.magic_angle
```

```
'FieldGradientAveraging.jumpAverage_eq_axial' depends on axioms: [propext, Classical.choice, Quot.sound]
'FieldGradientAveraging.asymmetry_eq_zero' depends on axioms: [propext, Classical.choice, Quot.sound]
'FieldGradientAveraging.twofold_keeps_asymmetry' depends on axioms: [propext, Classical.choice, Quot.sound]
'FieldGradientAveraging.magic_angle' depends on axioms: [propext, Classical.choice, Quot.sound]
```

## The averaged tensor and its asymmetry

Let $V$ be a real $3\times3$ matrix. Lean's indices 0, 1, 2 are the axes $x, y, z$, so `V 2 2` is $V_{zz}$. The matrix `rotZ θ` is the rotation $R(\theta)$ about $z$, and `jumpAverage n V` is

$$\bar V=\frac1n\sum_{k=0}^{n-1}R(\theta_k)\,V\,R(\theta_k)^{T},\qquad \theta_k=\frac{2\pi k}{n}.$$

The main theorem, `jumpAverage_eq_axial`, takes $n\ge3$, `V.IsSymm` ($V^T=V$) and `V.trace = 0`, and concludes

$$\bar V=V_{zz}\,\mathrm{diag}(-\tfrac12,-\tfrac12,1).$$

Of the five independent numbers in $V$, only $V_{zz}$ survives.

The asymmetry parameter $\eta$ enters `asymmetry_eq_zero` through the equation $\eta\,\bar V_{zz}=\bar V_{xx}-\bar V_{yy}$. If $V_{zz}\neq0$, any $\eta$ that satisfies it is zero. The axis labels here are fixed by the rotation axis. The usual convention instead calls $z$ the principal axis with the largest absolute value, and for the averaged tensor the two choices agree, because $|V_{zz}|$ exceeds $|V_{zz}|/2$.

For $n=2$, `jumpAverage_two` gives the average of any real matrix, symmetric or not: the entries that couple $z$ to $x$ or $y$ disappear, and everything else stays. In particular, `twofold_keeps_asymmetry` says that $\mathrm{diag}(1,-1,0)$ is unchanged. With the principal axes relabelled in the usual order, this tensor has $\eta=1$, the largest possible value.

The last two theorems concern a tensor that is already axial, but along a tilted unit vector $u$. It is written `uniaxial q u`, with entries

$$U_{ij}=\frac{q}{2}\,(3u_iu_j-\delta_{ij}).$$

Applied to $u$ it gives $qu$, and on vectors perpendicular to $u$ it acts as $-q/2$. For $n\ge3$ its average is $\mathrm{diag}(-\frac12,-\frac12,1)$ times $q(3u_z^2-1)/2$. If $q\neq0$, this vanishes exactly when $3u_z^2=1$, that is, when $u$ makes an angle of about $54.7^\circ$ with the rotation axis, taken as a line.

## Fast jumps and symmetric sites

The field gradient is the matrix of second derivatives of the electrostatic potential at the nucleus, which is why it is symmetric. The zero trace stands for Laplace's equation: the part of the second derivatives due to electronic charge at the nucleus itself is isotropic, does not orient the nuclear quadrupole, and is taken to have been removed.

The average describes a molecule or ion that jumps among $n$ equally populated orientations, equally spaced about one axis, much faster than the quadrupole splitting can resolve. It also bears on a static site. If the surroundings have an $n$-fold axis that passes through the nucleus, taken as $z$, each rotated copy of $V$ equals $V$, so $V$ is its own average and must have the axial form when $n\ge3$. For a field gradient from an electronic-structure calculation, this gives a symmetry test: if $V_{zz}\neq0$ at a site with a threefold or higher axis, an $\eta$ that differs from zero by more than the numerical error shows that the computed charge distribution does not have that axis. This need not be an error: with spin–orbit coupling, a magnetisation tilted away from the axis can lower the symmetry of the density. At a cubic site $V$ itself vanishes, $\eta$ is undefined, and the test does not apply.

The model contains no Hamiltonian and no electron density; $V$ is given. Unequal populations, or a tensor that changes its shape as well as its orientation, need a different average. Jumps at a rate comparable with the splitting need a treatment of the dynamics, which no single averaged tensor replaces.

## Why two harmonics decide the matter

Write $c=\cos\theta$ and $s=\sin\theta$, and let $A(\theta)=R(\theta)VR(\theta)^T$ for symmetric $V$. Multiplying out gives

$$\begin{aligned}
A_{xx}&=c^2V_{xx}-2cs\,V_{xy}+s^2V_{yy},\\
A_{yy}&=s^2V_{xx}+2cs\,V_{xy}+c^2V_{yy},\\
A_{xy}&=cs\,(V_{xx}-V_{yy})+(c^2-s^2)V_{xy},\\
A_{xz}&=c\,V_{xz}-s\,V_{yz},\\
A_{yz}&=s\,V_{xz}+c\,V_{yz},\\
A_{zz}&=V_{zz}.
\end{aligned}$$

With $c^2=(1+\cos2\theta)/2$, $s^2=(1-\cos2\theta)/2$ and $2cs=\sin2\theta$, the $xy$ block becomes

$$\begin{aligned}
A_{xx}&=\tfrac12(V_{xx}+V_{yy})+\tfrac12(V_{xx}-V_{yy})\cos2\theta-V_{xy}\sin2\theta,\\
A_{yy}&=\tfrac12(V_{xx}+V_{yy})-\tfrac12(V_{xx}-V_{yy})\cos2\theta+V_{xy}\sin2\theta,\\
A_{xy}&=V_{xy}\cos2\theta+\tfrac12(V_{xx}-V_{yy})\sin2\theta.
\end{aligned}$$

The angle therefore appears only through its first harmonic, in the $xz$ and $yz$ entries, and its second harmonic, in the $xy$ block. This is `rotated_harmonics`, with one constant matrix for each harmonic. Its proof multiplies the constant term $\frac12(V_{xx}+V_{yy})$ by $c^2+s^2=1$ and expands the double angles. Each entry is then a polynomial identity in $c$ and $s$, which `ring` settles.

It remains to sum the harmonics. For $0<m<n$ set $b=\pi m/n$, so that $m\theta_k=2kb$. The addition formulas give

$$\begin{aligned}
2\sin b\,\cos(2kb)&=\sin((2k+1)b)-\sin((2k-1)b),\\
2\sin b\,\sin(2kb)&=\cos((2k-1)b)-\cos((2k+1)b).
\end{aligned}$$

Summed over $k=0,\dots,n-1$, neighbouring terms cancel:

$$\begin{aligned}
2\sin b\sum_k\cos(2kb)&=\sin((2n-1)b)+\sin b,\\
2\sin b\sum_k\sin(2kb)&=\cos b-\cos((2n-1)b).
\end{aligned}$$

`telescoped_sums` proves these two formulas by induction on $n$, and the induction step is the addition formula for the newly added term. Since $nb=\pi m$, the last angle is $(2n-1)b=2\pi m-b$. Its sine is $-\sin b$ and its cosine is $\cos b$, so both right-hand sides vanish. Because $0<b<\pi$, $\sin b$ is not zero and can be divided out. In `harmonic_sum_zero`, `hend` is the statement about the last angle and `hs` is the nonzero factor.

For $n\ge3$ both $m=1$ and $m=2$ are allowed, so both harmonics drop out of the average. What remains is $n$ copies of the constant part divided by $n$:

$$\bar V=\mathrm{diag}\!\left(\tfrac12(V_{xx}+V_{yy}),\ \tfrac12(V_{xx}+V_{yy}),\ V_{zz}\right).$$

Zero trace means $V_{xx}+V_{yy}=-V_{zz}$, which gives the axial form. The proof of `jumpAverage_eq_axial` takes the same steps: `h1` and `h2` are the two vanishing harmonics, and `hxy` is the trace condition. For the asymmetry, the defining equation becomes $\eta V_{zz}=-\frac12V_{zz}+\frac12V_{zz}=0$, and $V_{zz}\ne0$ leaves $\eta=0$.

For $n=2$ the angles are $0$ and $\pi$. The first harmonic still cancels, since $\cos0+\cos\pi=0$ and both sines vanish. But $\cos2\theta$ equals 1 at both angles, so the second harmonic survives in full and the $xy$ block is kept. The file proves this directly and without symmetry: $R(0)$ is the identity, and $R(\pi)=\mathrm{diag}(-1,-1,1)$ reverses the sign of exactly the four entries that couple $z$ to $x$ or $y$. The mean of the two copies removes those entries. `twofold_keeps_asymmetry` then inserts $\mathrm{diag}(1,-1,0)$.

For the tilted axial tensor, `jumpAverage_uniaxial` checks the hypotheses of the main theorem. Symmetry is visible from $u_iu_j=u_ju_i$, and the trace is $\frac q2(3|u|^2-3)=0$ because $|u|=1$. The surviving number is $U_{zz}=q(3u_z^2-1)/2$. In `magic_angle`, a vanishing average has a vanishing $zz$ entry, so $q(3u_z^2-1)=0$, and $q\ne0$ gives $3u_z^2=1$. Conversely, that condition makes the prefactor zero.

## Small tensors that break the axial formula

Without zero trace, take $V$ to be the identity. Every rotation leaves it alone, so its average is the identity, while the formula would give $\mathrm{diag}(-\frac12,-\frac12,1)$.

Without symmetry, take

$$V=\begin{pmatrix}0&-1&0\\1&0&0\\0&0&0\end{pmatrix}.$$

It has zero trace and commutes with every rotation about $z$, so it equals its own average, while the formula would give zero. What this example violates is $V_{xy}=V_{yx}$; it says nothing against unequal $xz$ and $zx$ entries.

The condition $V_{zz}\ne0$ in the asymmetry theorem has a similar test. For $n\ge3$ the tensor $\mathrm{diag}(1,-1,0)$ averages to zero, the equation for $\eta$ reads $0=0$, and every value of $\eta$ satisfies it.
